# One or three electrons favour parallel moments and two favour antiparallel ones in a two-orbital model

When electrons can hop between two magnetic atoms, their energy can depend on the angle between the atomic moments, and the preferred angle can change with the number of electrons. The model below has one orbital per atom, independent electrons and moments that act as fixed classical directions.

```lean
import Mathlib

open Polynomial

namespace MomentAlignmentByFilling

noncomputable section

/-- One-electron Hamiltonian of two orbitals with hopping `V`, each with local spin levels `0`
and `D` along a classical moment; the moments are tilted by `θ/2` and `-θ/2` from the z axis.
The basis is (site 1 up, site 1 down, site 2 up, site 2 down). -/
def hamiltonian (D V θ : ℝ) : Matrix (Fin 4) (Fin 4) ℝ :=
  !![D / 2 * (1 - Real.cos (θ / 2)), -(D / 2 * Real.sin (θ / 2)), V, 0;
     -(D / 2 * Real.sin (θ / 2)), D / 2 * (1 + Real.cos (θ / 2)), 0, V;
     V, 0, D / 2 * (1 - Real.cos (θ / 2)), D / 2 * Real.sin (θ / 2);
     0, V, D / 2 * Real.sin (θ / 2), D / 2 * (1 + Real.cos (θ / 2))]

/-- Energy of `N ≤ 4` independent electrons filling the lowest levels of a symmetric `H`,
the levels being the roots of the characteristic polynomial with multiplicity. -/
def groundEnergy (H : Matrix (Fin 4) (Fin 4) ℝ) (N : ℕ) : ℝ :=
  ((H.charpoly.roots.sort (· ≤ ·)).take N).sum

/-- The distance `√(D²/4 + V² + D V x)` of a level from the centre `D/2` of the spectrum,
for `-1 ≤ x ≤ 1`. -/
def offset (D V x : ℝ) : ℝ := Real.sqrt (D ^ 2 / 4 + V ^ 2 + D * V * x)

/-- The determinant of two spin blocks with opposite off-diagonal elements, joined by hopping. -/
theorem det_two_site (a b d V : ℝ) :
    Matrix.det !![a, b, -V, 0; b, d, 0, -V; -V, 0, a, -b; 0, -V, -b, d] =
      (a ^ 2 - b ^ 2 - V ^ 2) * (d ^ 2 - b ^ 2 - V ^ 2) + b ^ 2 * (a - d) ^ 2 := by
  simp [Matrix.det_succ_row_zero, Fin.sum_univ_succ, Fin.succAbove]
  ring

/-- The four levels are `D/2 ± p` and `D/2 ± q`, where `p² = D²/4 + V² + D V cos(θ/2)` and
`q² = D²/4 + V² - D V cos(θ/2)`. -/
theorem levels (D V θ p q : ℝ)
    (hp : p ^ 2 = D ^ 2 / 4 + V ^ 2 + D * V * Real.cos (θ / 2))
    (hq : q ^ 2 = D ^ 2 / 4 + V ^ 2 - D * V * Real.cos (θ / 2)) :
    (hamiltonian D V θ).charpoly.roots = {D / 2 - p, D / 2 - q, D / 2 + q, D / 2 + p} := by
  have h : (hamiltonian D V θ).charpoly =
      (Multiset.map (fun a => X - C a)
        ({D / 2 - p, D / 2 - q, D / 2 + q, D / 2 + p} : Multiset ℝ)).prod := by
    apply Polynomial.funext
    intro x
    have hM : Matrix.scalar (Fin 4) x - hamiltonian D V θ =
        !![x - D / 2 * (1 - Real.cos (θ / 2)), D / 2 * Real.sin (θ / 2), -V, 0;
           D / 2 * Real.sin (θ / 2), x - D / 2 * (1 + Real.cos (θ / 2)), 0, -V;
           -V, 0, x - D / 2 * (1 - Real.cos (θ / 2)), -(D / 2 * Real.sin (θ / 2));
           0, -V, -(D / 2 * Real.sin (θ / 2)), x - D / 2 * (1 + Real.cos (θ / 2))] := by
      ext i j
      fin_cases i <;> fin_cases j <;> simp [hamiltonian]
    have hb : (D / 2 * Real.sin (θ / 2)) ^ 2 = D ^ 2 / 4 * (1 - Real.cos (θ / 2) ^ 2) := by
      rw [mul_pow, Real.sin_sq]
      ring
    -- the spectrum is symmetric about D/2
    have hr : (x - (D / 2 - p)) * ((x - (D / 2 - q)) * ((x - (D / 2 + q)) * (x - (D / 2 + p))))
        = ((x - D / 2) ^ 2 - p ^ 2) * ((x - D / 2) ^ 2 - q ^ 2) := by ring
    rw [Matrix.eval_charpoly, hM, det_two_site]
    simp only [Multiset.insert_eq_cons, Multiset.map_cons, Multiset.map_singleton,
      Multiset.prod_cons, Multiset.prod_singleton, eval_mul, eval_sub, eval_X, eval_C]
    rw [hr, hp, hq, hb]
    ring
  rw [h, Polynomial.roots_multiset_prod_X_sub_C]

/-- Parallel moments have the levels `-V`, `V`, `D - V` and `D + V`. -/
theorem levels_parallel (D V : ℝ) :
    (hamiltonian D V 0).charpoly.roots = {-V, V, D - V, D + V} := by
  have h := levels D V 0 (D / 2 + V) (D / 2 - V)
    (by rw [zero_div, Real.cos_zero]; ring) (by rw [zero_div, Real.cos_zero]; ring)
  have e1 : D / 2 - (D / 2 + V) = -V := by ring
  have e2 : D / 2 - (D / 2 - V) = V := by ring
  have e3 : D / 2 + (D / 2 - V) = D - V := by ring
  have e4 : D / 2 + (D / 2 + V) = D + V := by ring
  rwa [e1, e2, e3, e4] at h

/-- Antiparallel moments have the levels `D/2 ± √(D²/4 + V²)`, each listed twice. -/
theorem levels_antiparallel (D V : ℝ) :
    (hamiltonian D V Real.pi).charpoly.roots =
      {D / 2 - Real.sqrt (D ^ 2 / 4 + V ^ 2), D / 2 - Real.sqrt (D ^ 2 / 4 + V ^ 2),
       D / 2 + Real.sqrt (D ^ 2 / 4 + V ^ 2), D / 2 + Real.sqrt (D ^ 2 / 4 + V ^ 2)} := by
  apply levels
  · rw [Real.cos_pi_div_two, Real.sq_sqrt (by positivity)]
    ring
  · rw [Real.cos_pi_div_two, Real.sq_sqrt (by positivity)]
    ring

/-- The squared level offset `D²/4 + V² + D V x` is nonnegative for `-1 ≤ x ≤ 1`. -/
theorem radicand_nonneg (D V x : ℝ) (hx : x ^ 2 ≤ 1) :
    0 ≤ D ^ 2 / 4 + V ^ 2 + D * V * x := by
  nlinarith [sq_nonneg (D / 2 + V * x), mul_nonneg (sq_nonneg V) (sub_nonneg.2 hx)]

/-- For `D, V ≥ 0` and an angle between `0` and `π`, the energies of one, two and three electrons
in terms of the level offsets. -/
theorem groundEnergy_formula {D V θ : ℝ} (hD : 0 ≤ D) (hV : 0 ≤ V)
    (hθ : θ ∈ Set.Icc 0 Real.pi) :
    groundEnergy (hamiltonian D V θ) 1 = D / 2 - offset D V (Real.cos (θ / 2)) ∧
    groundEnergy (hamiltonian D V θ) 2 =
      D - (offset D V (Real.cos (θ / 2)) + offset D V (-Real.cos (θ / 2))) ∧
    groundEnergy (hamiltonian D V θ) 3 = 3 * D / 2 - offset D V (Real.cos (θ / 2)) := by
  have hc : 0 ≤ Real.cos (θ / 2) := Real.cos_nonneg_of_neg_pi_div_two_le_of_le
    (by linarith [hθ.1, Real.pi_pos]) (by linarith [hθ.2])
  have hc1 : Real.cos (θ / 2) ^ 2 ≤ 1 := Real.cos_sq_le_one _
  have hp : offset D V (Real.cos (θ / 2)) ^ 2 = _ := Real.sq_sqrt (radicand_nonneg D V _ hc1)
  have hq : offset D V (-Real.cos (θ / 2)) ^ 2 = _ :=
    Real.sq_sqrt (radicand_nonneg D V _ (by rwa [neg_sq]))
  have hq0 : 0 ≤ offset D V (-Real.cos (θ / 2)) := Real.sqrt_nonneg _
  have hqp : offset D V (-Real.cos (θ / 2)) ≤ offset D V (Real.cos (θ / 2)) :=
    Real.sqrt_le_sqrt (by nlinarith [mul_nonneg (mul_nonneg hD hV) hc])
  have hl := levels D V θ _ _ hp (by rw [hq]; ring)
  generalize offset D V (Real.cos (θ / 2)) = p at *
  generalize offset D V (-Real.cos (θ / 2)) = q at *
  -- the levels are already listed in increasing order
  have hs : (hamiltonian D V θ).charpoly.roots.sort (· ≤ ·) =
      [D / 2 - p, D / 2 - q, D / 2 + q, D / 2 + p] := by
    rw [hl]
    simp only [Multiset.insert_eq_cons]
    rw [Multiset.sort_cons, Multiset.sort_cons, Multiset.sort_cons, Multiset.sort_singleton]
    all_goals
      intro b hb
      simp only [Multiset.mem_cons, Multiset.mem_singleton] at hb
      rcases hb with hb | hb | hb <;> linarith
  unfold groundEnergy
  rw [hs]
  refine ⟨?_, ?_, ?_⟩ <;> simp only [List.take, List.sum_cons, List.sum_nil] <;> ring

/-- For `D, V > 0`, the sum of the two level offsets falls strictly as `x` grows from 0 to 1. -/
theorem offset_sum_lt {D V x y : ℝ} (hD : 0 < D) (hV : 0 < V) (hx : 0 ≤ x) (hxy : x < y)
    (hy : y ≤ 1) : offset D V y + offset D V (-y) < offset D V x + offset D V (-x) := by
  have hy2 : y ^ 2 ≤ 1 := by nlinarith
  have hx2 : x ^ 2 ≤ 1 := by nlinarith
  have a1 : offset D V y ^ 2 = _ := Real.sq_sqrt (radicand_nonneg D V y hy2)
  have a2 : offset D V (-y) ^ 2 = _ := Real.sq_sqrt (radicand_nonneg D V (-y) (by rwa [neg_sq]))
  have b1 : offset D V x ^ 2 = _ := Real.sq_sqrt (radicand_nonneg D V x hx2)
  have b2 : offset D V (-x) ^ 2 = _ := Real.sq_sqrt (radicand_nonneg D V (-x) (by rwa [neg_sq]))
  have p1 : 0 ≤ offset D V x := Real.sqrt_nonneg _
  have p2 : 0 ≤ offset D V (-x) := Real.sqrt_nonneg _
  -- the product of the offsets falls, while the sum of their squares is fixed
  have hprod : offset D V y * offset D V (-y) < offset D V x * offset D V (-x) := by
    apply lt_of_pow_lt_pow_left₀ 2 (mul_nonneg p1 p2)
    rw [mul_pow, mul_pow, a1, a2, b1, b2]
    have h1 : x ^ 2 < y ^ 2 := by nlinarith
    have h2 : 0 < (D * V) ^ 2 := by positivity
    nlinarith [mul_lt_mul_of_pos_left h1 h2]
  apply lt_of_pow_lt_pow_left₀ 2 (add_nonneg p1 p2)
  nlinarith

/-- For `D, V > 0`, opening the angle between the moments from `0` to `π` strictly raises the
energy of one or three electrons and strictly lowers that of two. -/
theorem alignment_by_filling {D V : ℝ} (hD : 0 < D) (hV : 0 < V) :
    StrictMonoOn (fun θ => groundEnergy (hamiltonian D V θ) 1) (Set.Icc 0 Real.pi) ∧
    StrictAntiOn (fun θ => groundEnergy (hamiltonian D V θ) 2) (Set.Icc 0 Real.pi) ∧
    StrictMonoOn (fun θ => groundEnergy (hamiltonian D V θ) 3) (Set.Icc 0 Real.pi) := by
  have hcos : ∀ a ∈ Set.Icc 0 Real.pi, ∀ b ∈ Set.Icc 0 Real.pi, a < b →
      Real.cos (b / 2) < Real.cos (a / 2) := fun a ha b hb hab =>
    Real.cos_lt_cos_of_nonneg_of_le_pi (by linarith [ha.1])
      (by linarith [hb.2, Real.pi_pos]) (by linarith)
  have hoff : ∀ a ∈ Set.Icc 0 Real.pi, ∀ b ∈ Set.Icc 0 Real.pi, a < b →
      offset D V (Real.cos (b / 2)) < offset D V (Real.cos (a / 2)) := fun a ha b hb hab =>
    Real.sqrt_lt_sqrt (radicand_nonneg D V _ (Real.cos_sq_le_one _))
      (by nlinarith [mul_lt_mul_of_pos_left (hcos a ha b hb hab) (mul_pos hD hV)])
  refine ⟨fun a ha b hb hab => ?_, fun a ha b hb hab => ?_, fun a ha b hb hab => ?_⟩
  · have h := hoff a ha b hb hab
    simp only [(groundEnergy_formula hD.le hV.le ha).1, (groundEnergy_formula hD.le hV.le hb).1]
    linarith
  · have hc : 0 ≤ Real.cos (b / 2) := Real.cos_nonneg_of_neg_pi_div_two_le_of_le
      (by linarith [hb.1, Real.pi_pos]) (by linarith [hb.2])
    have h := offset_sum_lt hD hV hc (hcos a ha b hb hab) (Real.cos_le_one _)
    simp only [(groundEnergy_formula hD.le hV.le ha).2.1,
      (groundEnergy_formula hD.le hV.le hb).2.1]
    linarith
  · have h := hoff a ha b hb hab
    simp only [(groundEnergy_formula hD.le hV.le ha).2.2,
      (groundEnergy_formula hD.le hV.le hb).2.2]
    linarith

/-- For `D, V > 0`, one electron has strictly lower energy with parallel moments, and two
electrons have strictly lower energy with antiparallel moments. -/
theorem parallel_versus_antiparallel {D V : ℝ} (hD : 0 < D) (hV : 0 < V) :
    groundEnergy (hamiltonian D V 0) 1 < groundEnergy (hamiltonian D V Real.pi) 1 ∧
    groundEnergy (hamiltonian D V Real.pi) 2 < groundEnergy (hamiltonian D V 0) 2 := by
  have h0 : (0 : ℝ) ∈ Set.Icc 0 Real.pi := ⟨le_refl _, Real.pi_pos.le⟩
  have h1 : Real.pi ∈ Set.Icc 0 Real.pi := ⟨Real.pi_pos.le, le_refl _⟩
  obtain ⟨one, two, _⟩ := alignment_by_filling hD hV
  exact ⟨one h0 h1 Real.pi_pos, two h0 h1 Real.pi_pos⟩

end

end MomentAlignmentByFilling
```

```lean
#print axioms MomentAlignmentByFilling.levels_parallel
#print axioms MomentAlignmentByFilling.levels_antiparallel
#print axioms MomentAlignmentByFilling.parallel_versus_antiparallel
```

```
'MomentAlignmentByFilling.levels_parallel' depends on axioms: [propext, Classical.choice, Quot.sound]
'MomentAlignmentByFilling.levels_antiparallel' depends on axioms: [propext, Classical.choice, Quot.sound]
'MomentAlignmentByFilling.parallel_versus_antiparallel' depends on axioms: [propext, Classical.choice, Quot.sound]
```

## Two orbitals and two tilted moments

Each atom splits its orbital into two spin levels. An electron with its spin along the local moment has energy 0, and one with its spin against the moment has energy D. Here D is an exchange splitting, not a bandwidth. The hopping V connects the two orbitals directly and conserves spin; it is not the hybridisation with a conduction band that often carries this letter in impurity models.

Let θ be the angle between the moments. The matrix `hamiltonian D V θ` tilts them by θ/2 and −θ/2 from the z axis, within one plane. With unit vectors n₁ and n₂ along the moments and Pauli matrices σ, the local term on atom i is

(D/2)(1 − nᵢ·σ).

The two sites therefore have the same diagonal elements and opposite off-diagonal ones. Angles from 0 to π cover every relative orientation of two directions.

The function `groundEnergy H N` sorts the roots of the characteristic polynomial, counted with multiplicity, and adds the first N. For a symmetric matrix these roots are the one-electron levels. Filling each level once is the Pauli principle for independent electrons, and it enters as a definition. Spin is already part of the four-dimensional basis, so no further factor of two appears.

The theorem `alignment_by_filling` assumes D > 0 and V > 0. It says that for any two angles in [0, π], the larger one gives a strictly higher energy for one or three electrons, and a strictly lower energy for two. `StrictMonoOn` and `StrictAntiOn` express these two statements. The energy is thus lowest at θ = 0 for odd filling and at θ = π for two electrons, and no intermediate angle does as well. The theorem `parallel_versus_antiparallel` compares the endpoints for one and two electrons.

The hypotheses exclude a vanishing splitting and vanishing hopping. If either D or V is zero, the levels do not depend on θ, so strict monotonicity needs both to be nonzero. No relation between D and 2V is required. The sign of the hopping is no restriction either: changing the sign of the orbital on one atom turns V into −V and leaves the levels unchanged, so the common convention of a hopping −t with t > 0 gives the same energies as V = t.

## Four levels from one determinant

Write c = cos(θ/2) and s = sin(θ/2). For a trial energy x, set

a = x − (D/2)(1 − c), d = x − (D/2)(1 + c), b = (D/2)s.

The matrix x − H consists of the spin blocks

A = [[a, b], [b, d]] and B = [[a, −b], [−b, d]],

joined by −V times the identity. Because the joining blocks commute with everything, the determinant is det(AB − V²), which gives

det(x − H) = (a² − b² − V²)(d² − b² − V²) + b²(a − d)².

This is `det_two_site`, which Lean obtains by expanding along rows and then using `ring`.

Now measure energy from the centre of the spectrum. With u = x − D/2, m = Dc/2 and R = D²/4 + V², we have a = u + m, d = u − m and b² = D²/4 − m². The determinant becomes

(u² + 2um + 2m² − R)(u² − 2um + 2m² − R) + 4m²(D²/4 − m²)
= (u² + 2m² − R)² − 4u²m² + D²m² − 4m⁴
= (u² − R)² − 4m²R + D²m²
= (u² − R)² − (DVc)².

The last line uses 4m²R = D²m² + 4m²V² and 2mV = DVc. Hence the levels are D/2 ± p and D/2 ± q, where

p² = R + DVc, q² = R − DVc.

The theorem `levels` proves this by showing that two polynomials agree at every real x, which is the role of `Polynomial.funext`, and then reading the roots from the product of linear factors. It asks only for the squares of p and q, so their signs are free.

That freedom is convenient for parallel moments. There c = 1, and the choice p = D/2 + V, q = D/2 − V gives −V, V, D − V and D + V, whichever of D/2 and V is larger. For antiparallel moments c = 0, and the levels are D/2 ± √(D²/4 + V²), each occurring twice. These are `levels_parallel` and `levels_antiparallel`.

## Filling the levels

From here on p and q denote the nonnegative square roots. In the file they are `offset D V x` with x = c and x = −c; this x is a cosine, no longer an energy. The roots are real because

D²/4 + V² + DVx = (D/2 + Vx)² + V²(1 − x²) ≥ 0 for −1 ≤ x ≤ 1,

which is `radicand_nonneg`.

For θ in [0, π] we have c ≥ 0, so 0 ≤ q ≤ p and the levels in increasing order are

D/2 − p, D/2 − q, D/2 + q, D/2 + p.

Adding the lowest one, two and three gives

E₁ = D/2 − p,
E₂ = D − (p + q),
E₃ = 3D/2 − p.

In `groundEnergy_formula`, the inequalities between p and q show that this list is already sorted, and the sums follow by algebra. The third electron cancels the contribution of q, so E₃ depends on the angle in the same way as E₁.

## Why two electrons reverse the preference

As θ grows from 0 to π, c falls strictly from 1 to 0. Since DV > 0, p falls as well, and E₁ and E₃ rise. In `alignment_by_filling`, `hcos` supplies the fall of the cosine and `hoff` the fall of p.

For two electrons q rises while p falls, so their sum needs a separate argument. The squares have a fixed sum, p² + q² = 2R, and the product satisfies

p²q² = R² − (DVc)².

When c falls, pq rises. Then

(p + q)² = 2R + 2pq

rises too, and E₂ falls. The lemma `offset_sum_lt` states this for two cosines x < y between 0 and 1. It compares squares of nonnegative numbers twice, first for the product and then for the sum, each time through `lt_of_pow_lt_pow_left₀`.

The endpoint theorem applies these monotonicity statements to 0 < π.

## Exchange energies and a numerical case

When V is much smaller than D, expanding the square root shows two different scales. One electron gains about V from parallel alignment, because it can spread over both atoms without a spin mismatch. Two electrons gain about 2V²/D from antiparallel alignment, through virtual hops into the upper spin levels. For two fixed moments and independent electrons, these are double exchange and antiferromagnetic kinetic exchange, each at its own filling.

In a tight-binding calculation with a fixed exchange splitting, one turns the local spin fields, diagonalises the Hamiltonian at each angle and adds the occupied levels. Take D = 3 and V = 2 in common energy units. The parallel levels are −2, 1, 2 and 5; the antiparallel ones are −1, −1, 4 and 4. The totals are:

| Electrons | Parallel | Antiparallel |
|---|---:|---:|
| 1 | −2 | −1 |
| 2 | −1 | −2 |
| 3 | 1 | 2 |

## Rigid moments and a many-electron alternative

Among its simplifications, the model assumes that the moments keep their size while they turn. In a real atom the electrons help to form the moment, so D may itself depend on the angle and the filling, and the total energy then contains more than the sum of occupied levels. Classical moments also exclude Kondo screening, in which a quantum spin forms a singlet with the surrounding electrons.

The energy could also have been defined as the lowest eigenvalue of a Hamiltonian on the antisymmetric N-electron space. For independent electrons this gives the same numbers, but the sum over lowest levels would become a theorem to prove instead of a definition. Such a formulation would have room for a repulsion between electrons. This would leave E₁ unchanged, but the closed expressions for E₂ and E₃ could no longer be taken over in general.
